# Weighted sums of multipole products as sums over pairs of amplitudes

Finitely many complex amplitudes c_j sit at real positions x_j, and their multipole of order n is m_n = ∑_j c_j (i x_j)ⁿ/n!, the coefficient of qⁿ in ∑_j c_j exp(i q x_j). The theorem takes the sum of w_p m_p conj(m_q) over all p + q = n, with arbitrary complex weights w_p, and states that it equals the double sum over j and k of c_j conj(c_k) times a kernel that depends only on n, the weights and the two positions x_j and x_k. The amplitudes need not be normalised. The proof multiplies out the sums, moves the sum over orders to the inside, and compares the two sides term by term.

This version doesn't compile in Lean 4 with Mathlib:

```lean
import Mathlib

open Finset ComplexConjugate

namespace WeightedIntensityEqPairSum

noncomputable section

variable {ι : Type*} [Fintype ι]

/-- The multipole of order `n` of amplitudes `c j` at positions `x j`:
`m_n = ∑ c_j (i x_j)^n / n!`. -/
def multipole (c : ι → ℂ) (x : ι → ℝ) (n : ℕ) : ℂ :=
  ∑ j, c j * ((Complex.I * x j) ^ n / n.factorial)

/-- The sum of order `n` in which the product `m_p conj(m_q)` carries a weight `w p`. -/
def weightedIntensity (w : ℕ → ℂ) (n : ℕ) (c : ι → ℂ) (x : ι → ℝ) : ℂ :=
  ∑ pq ∈ antidiagonal n, w pq.1 * (multipole c x pq.1 * conj (multipole c x pq.2))

/-- The pair kernel of order `n`: the factor that multiplies `c_j conj(c_k)` in the weighted sum
when `x_j = x` and `x_k = y`. -/
def pairKernel (w : ℕ → ℂ) (n : ℕ) (x y : ℝ) : ℂ :=
  ∑ pq ∈ antidiagonal n, w pq.1 * ((Complex.I * x) ^ pq.1 / pq.1.factorial *
    ((-Complex.I * y) ^ pq.2 / pq.2.factorial))

/-- The weighted sum of multipole products is a sum over pairs of amplitudes. -/
theorem weightedIntensity_eq_pair_sum (w : ℕ → ℂ) (n : ℕ) (c : ι → ℂ) (x : ι → ℝ) :
    weightedIntensity w n c x =
      ∑ j, ∑ k, c j * conj (c k) * pairKernel w n (x j) (x k) := by
  simp only [weightedIntensity, pairKernel, multipole, map_sum, Finset.sum_mul_sum,
    Finset.mul_sum]
  rw [Finset.sum_comm]
  refine Finset.sum_congr rfl fun j _ => ?_
  rw [Finset.sum_comm]
  refine Finset.sum_congr rfl fun k _ => Finset.sum_congr rfl fun pq _ => ?_
  simp only [map_mul, map_div₀, map_pow, Complex.conj_I, Complex.conj_ofReal, map_natCast]
  ring

end

end WeightedIntensityEqPairSum
```

Compiling this gives:

```
Main.lean:35:41: error: Type mismatch
  sum_congr rfl fun pq x => ?m.82
has type
  Finset.sum ?m.79 ?m.76 = Finset.sum ?m.79 ?m.77
but is expected to have type
  w k.1 *
      ((∑ j, c j * ((Complex.I * ↑(x j)) ^ k.1 / ↑k.1.factorial)) *
        (starRingEnd ℂ) (c j * ((Complex.I * ↑(x j)) ^ k.2 / ↑k.2.factorial))) =
    ∑ x_1,
      c j * (starRingEnd ℂ) (c x_1) *
        (w k.1 * ((Complex.I * ↑(x j)) ^ k.1 / ↑k.1.factorial * ((-Complex.I * ↑(x x_1)) ^ k.2 / ↑k.2.factorial)))
Main.lean:36:2: error: No goals to be solved
Main.lean:30:64: warning: This simp argument is unused:
  Finset.sum_mul_sum

Hint: Omit it from the simp argument list.
  [apply] simp only [weightedIntensity, pairKernel, multipole, map_sum, Finset.mul_sum]

Note: This linter can be disabled with `set_option linter.unusedSimpArgs false`
```

After these edits no error is left:

```diff
@@ -28,6 +28,6 @@
     weightedIntensity w n c x =
       ∑ j, ∑ k, c j * conj (c k) * pairKernel w n (x j) (x k) := by
-  simp only [weightedIntensity, pairKernel, multipole, map_sum, Finset.sum_mul_sum,
-    Finset.mul_sum]
+  simp only [weightedIntensity, pairKernel, multipole, map_sum, Finset.sum_mul_sum]
+  simp only [Finset.mul_sum]
   rw [Finset.sum_comm]
   refine Finset.sum_congr rfl fun j _ => ?_
```

Cause. The first `simp only` was meant to turn each product of two multipoles into a double sum by `Finset.sum_mul_sum`. But `Finset.mul_sum`, in the same call, also matches such a product, and it draws out only the sum in the right-hand factor. The left-hand sum then stays inside as a factor, where `Finset.sum_mul_sum` no longer applies; hence the warning that this lemma is unused.

The left side of the goal is thus one sum short. The second `Finset.sum_comm` finds no double sum there and swaps the sums on the right side instead, so `k` becomes a pair of orders, as `k.1` and `k.2` in the message show. The last `Finset.sum_congr` needs a sum on both sides but meets a product on the left, which is the type mismatch. "No goals to be solved" only follows from that error.

The repair splits the call in two. `Finset.sum_mul_sum` now acts without its rival and gives the double sum, and `Finset.mul_sum` afterwards carries the remaining factors inside. Both swaps then act on the left side as intended.
